# The dielectric head of a finite gapped system stays bounded as q → 0

In a plane-wave calculation with the random-phase approximation (RPA), the head of the dielectric matrix, with both reciprocal-lattice vectors zero, needs care at $q=0$. The Coulomb factor, $4\pi/q^2$ in atomic units, diverges there while the transition strengths vanish. One common remedy is to insert a limit built from dipole matrix elements. For non-interacting orbitals on a finite grid with an energy gap, that limit exists, and the head at every nonzero $q$ is at most an explicit ceiling.

## A ceiling set by the gap and the orbital spread

Let $\varphi_i$ be orthonormal orbitals with real energies $e_i$, where $i$ labels occupied and $a$ virtual orbitals. Grid point $r$ has real coordinate $x_r$ along the direction of the wave vector, and $\mathrm{i}$ is the imaginary unit. For real orbitals and one spin channel, the magnitude of the static response at real wave number $q$ is

$$S(q)=\sum_{i,a}\frac{2\,|\langle\varphi_a,e^{\mathrm{i}qx}\varphi_i\rangle|^2}{e_a-e_i},$$

and for $q\neq0$ the head, taken here for unit volume and without the 1 that the dielectric matrix adds, is $h=4\pi S(q)/q^2$. If every gap satisfies $e_a-e_i\ge g>0$, then

$$h\le\frac{8\pi}{g}\sum_i M_{c_i}(\varphi_i),\qquad M_c(\psi)=\sum_r(x_r-c)^2|\psi_r|^2,$$

for any real reference points $c_i$. With all $c_i=0$ the sum is $\sum_i\langle\varphi_i,x^2\varphi_i\rangle$. The choice $c_i=\langle\varphi_i,x\varphi_i\rangle$ makes each term as small as possible, namely the position variance of the orbital, and removes the dependence on the origin.

## The q = 0 entry in an RPA calculation

At a nonzero $q$, a code that uses this remedy forms the transition amplitudes $\langle\varphi_a,e^{\mathrm{i}qx}\varphi_i\rangle$, divides twice their squared magnitudes by the energy differences, sums, and multiplies by $4\pi/q^2$. At $q=0$ the amplitudes are zero by orthogonality, and the product has the form $0\cdot\infty$. The code therefore uses

$$D=8\pi\sum_{i,a}\frac{|\langle\varphi_a,x\varphi_i\rangle|^2}{e_a-e_i}.$$

In a periodic cell the position operator is unavailable in this form, and the dipole element is often obtained by dividing a matrix element of the commutator $[H,x]$ by $e_a-e_i$. The code also divides by the cell volume and adds 1 to obtain the head of the dielectric matrix; here $h$ is the response part alone, with unit volume.

## Subtracting a constant phase

For real $\alpha$ and $\beta$,

$$|e^{\mathrm{i}\alpha}-e^{\mathrm{i}\beta}|^2=2-2\cos(\alpha-\beta)\le(\alpha-\beta)^2,$$

because $\cos u\ge1-u^2/2$. Setting $\alpha=qx_r$ and $\beta=qc$, multiplying by $|\psi_r|^2$ and summing over $r$ gives

$$\|e^{\mathrm{i}qx}\psi-e^{\mathrm{i}qc}\psi\|^2\le q^2M_c(\psi).$$

Now take $\psi=\varphi_i$. Since $\langle\varphi_a,\varphi_i\rangle=0$, the constant phase can be subtracted inside the amplitude without changing it:

$$\langle\varphi_a,e^{\mathrm{i}qx}\varphi_i\rangle=\langle\varphi_a,(e^{\mathrm{i}qx}-e^{\mathrm{i}qc})\varphi_i\rangle.$$

Bessel's inequality bounds the sum of squared overlaps with orthonormal vectors by the squared norm, so

$$\sum_a|\langle\varphi_a,e^{\mathrm{i}qx}\varphi_i\rangle|^2\le q^2M_c(\varphi_i).$$

Each denominator satisfies $1/(e_a-e_i)\le1/g$. Summing over $i$, with its own $c_i$ for each orbital, yields

$$S(q)\le\frac{2q^2}{g}\sum_iM_{c_i}(\varphi_i).$$

Multiplication by $4\pi/q^2$ cancels the $q^2$ and gives the ceiling.

For the limit, let $A(q)=\langle\varphi_a,e^{\mathrm{i}qx}\varphi_i\rangle$. Then $A(0)=0$, and differentiating the finite sum over grid points gives $A'(0)=\mathrm{i}\langle\varphi_a,x\varphi_i\rangle$. Hence

$$\frac{|A(q)|^2}{q^2}=\left|\frac{A(q)-A(0)}{q}\right|^2\longrightarrow|\langle\varphi_a,x\varphi_i\rangle|^2.$$

Multiplying by $8\pi/(e_a-e_i)$ and summing over the finitely many pairs gives $D$.

## The Lean file

```lean
import Mathlib

open Filter Topology Matrix

noncomputable section

namespace InsulatorScreening

variable {n ι : Type*} [Fintype n]

/-- The orbital `ψ` multiplied by the plane wave `exp(iqx)` on a grid with positions `x`. -/
def planeWave (x : n → ℝ) (q : ℝ) (ψ : EuclideanSpace ℂ n) : EuclideanSpace ℂ n :=
  WithLp.toLp 2 fun r => Complex.exp (((q * x r : ℝ) : ℂ) * Complex.I) * ψ r

/-- The diagonal position operator applied to the orbital `ψ`. -/
def position (x : n → ℝ) (ψ : EuclideanSpace ℂ n) : EuclideanSpace ℂ n :=
  WithLp.toLp 2 fun r => (x r : ℂ) * ψ r

/-- The second moment `⟨ψ, (x - c)² ψ⟩` of an orbital about the point `c`. -/
def secondMoment (x : n → ℝ) (c : ℝ) (ψ : EuclideanSpace ℂ n) : ℝ :=
  ∑ r, (x r - c) ^ 2 * ‖ψ r‖ ^ 2

/-- The static independent-particle response `∑ 2 |⟨a, exp(iqx) i⟩|² / (e a - e i)` over occupied
`i` and virtual `a`, meant for `e a ≠ e i`. -/
def response (φ : ι → EuclideanSpace ℂ n) (e : ι → ℝ) (occ vir : Finset ι)
    (x : n → ℝ) (q : ℝ) : ℝ :=
  ∑ i ∈ occ, ∑ a ∈ vir, 2 * ‖inner ℂ (φ a) (planeWave x q (φ i))‖ ^ 2 / (e a - e i)

/-- The dipole expression `8π ∑ |⟨a, x i⟩|² / (e a - e i)` over occupied `i` and virtual `a`,
meant for `e a ≠ e i`. -/
def dipoleHead (φ : ι → EuclideanSpace ℂ n) (e : ι → ℝ) (occ vir : Finset ι)
    (x : n → ℝ) : ℝ :=
  8 * Real.pi * ∑ i ∈ occ, ∑ a ∈ vir, ‖inner ℂ (φ a) (position x (φ i))‖ ^ 2 / (e a - e i)

/-- A plane wave differs from its constant value at `c`, when acting on an orbital, by at most
`q²` times the second moment about `c`, in squared norm. -/
theorem planeWave_sub_le (x : n → ℝ) (q c : ℝ) (ψ : EuclideanSpace ℂ n) :
    ‖planeWave x q ψ - Complex.exp (((q * c : ℝ) : ℂ) * Complex.I) • ψ‖ ^ 2
      ≤ q ^ 2 * secondMoment x c ψ := by
  -- the chord between two phases is no longer than the arc
  have phase : ∀ a b : ℝ, ‖Complex.exp ((a : ℂ) * Complex.I)
      - Complex.exp ((b : ℂ) * Complex.I)‖ ^ 2 ≤ (a - b) ^ 2 := by
    intro a b
    have h : 1 - (a - b) ^ 2 / 2 ≤ Real.cos (a - b) := Real.one_sub_sq_div_two_le_cos
    rw [Real.cos_sub] at h
    rw [Complex.sq_norm, Complex.normSq_apply]
    simp only [Complex.sub_re, Complex.sub_im, Complex.exp_ofReal_mul_I_re,
      Complex.exp_ofReal_mul_I_im]
    nlinarith [Real.sin_sq_add_cos_sq a, Real.sin_sq_add_cos_sq b]
  rw [EuclideanSpace.norm_sq_eq, secondMoment, Finset.mul_sum]
  refine Finset.sum_le_sum fun r _ => ?_
  have h : (planeWave x q ψ - Complex.exp (((q * c : ℝ) : ℂ) * Complex.I) • ψ) r
      = (Complex.exp (((q * x r : ℝ) : ℂ) * Complex.I)
        - Complex.exp (((q * c : ℝ) : ℂ) * Complex.I)) * ψ r := by
    simp [planeWave, sub_mul]
  rw [h, norm_mul, mul_pow]
  calc _ ≤ (q * x r - q * c) ^ 2 * ‖ψ r‖ ^ 2 :=
        mul_le_mul_of_nonneg_right (phase _ _) (sq_nonneg _)
    _ = _ := by ring

/-- For orthonormal orbitals, the total strength of the plane-wave transitions from `i` to orbitals
other than `i` is at most `q²` times the second moment of `i` about any point `c`. -/
theorem transition_sum_le {φ : ι → EuclideanSpace ℂ n} (hφ : Orthonormal ℂ φ)
    {vir : Finset ι} {i : ι} (hi : i ∉ vir) (x : n → ℝ) (q c : ℝ) :
    ∑ a ∈ vir, ‖inner ℂ (φ a) (planeWave x q (φ i))‖ ^ 2
      ≤ q ^ 2 * secondMoment x c (φ i) := by
  -- orthogonality removes the constant phase, then Bessel's inequality applies
  have h : ∀ a ∈ vir, inner ℂ (φ a) (planeWave x q (φ i)) = inner ℂ (φ a)
      (planeWave x q (φ i) - Complex.exp (((q * c : ℝ) : ℂ) * Complex.I) • φ i) := by
    intro a ha
    have h0 : inner ℂ (φ a) (φ i) = 0 := hφ.2 (fun hai => hi (hai ▸ ha))
    rw [inner_sub_right, inner_smul_right, h0, mul_zero, sub_zero]
  rw [Finset.sum_congr rfl fun a ha => by rw [h a ha]]
  exact (hφ.sum_inner_products_le _).trans (planeWave_sub_le x q c (φ i))

/-- For orthonormal orbitals with all occupied-virtual gaps at least `g > 0`, the response is at
most `2q²/g` times the summed second moments of the occupied orbitals about any points `c i`. -/
theorem response_le {φ : ι → EuclideanSpace ℂ n} (hφ : Orthonormal ℂ φ) {e : ι → ℝ}
    {occ vir : Finset ι} {g : ℝ} (hg : 0 < g)
    (gap : ∀ i ∈ occ, ∀ a ∈ vir, g ≤ e a - e i) (x : n → ℝ) (q : ℝ) (c : ι → ℝ) :
    response φ e occ vir x q ≤ 2 * q ^ 2 / g * ∑ i ∈ occ, secondMoment x (c i) (φ i) := by
  rw [response, Finset.mul_sum]
  refine Finset.sum_le_sum fun i hi => ?_
  have hiv : i ∉ vir := fun h => by
    have := gap i hi i h
    linarith
  calc ∑ a ∈ vir, 2 * ‖inner ℂ (φ a) (planeWave x q (φ i))‖ ^ 2 / (e a - e i)
      ≤ ∑ a ∈ vir, 2 / g * ‖inner ℂ (φ a) (planeWave x q (φ i))‖ ^ 2 := by
        refine Finset.sum_le_sum fun a ha => ?_
        rw [div_mul_eq_mul_div]
        exact div_le_div_of_nonneg_left (by positivity) hg (gap i hi a ha)
    _ = 2 / g * ∑ a ∈ vir, ‖inner ℂ (φ a) (planeWave x q (φ i))‖ ^ 2 := by
        rw [Finset.mul_sum]
    _ ≤ 2 / g * (q ^ 2 * secondMoment x (c i) (φ i)) :=
        mul_le_mul_of_nonneg_left (transition_sum_le hφ hiv x q (c i)) (by positivity)
    _ = _ := by ring

/-- For orthonormal orbitals with gaps at least `g > 0` and `q ≠ 0`, the head `h`, fixed by
`q² h = 4π · response`, is at most `8π/g` times the summed second moments of the occupied orbitals
about any points `c i`. -/
theorem head_le {φ : ι → EuclideanSpace ℂ n} (hφ : Orthonormal ℂ φ) {e : ι → ℝ}
    {occ vir : Finset ι} {g : ℝ} (hg : 0 < g)
    (gap : ∀ i ∈ occ, ∀ a ∈ vir, g ≤ e a - e i) (x : n → ℝ) {q h : ℝ} (hq : q ≠ 0)
    (hh : q ^ 2 * h = 4 * Real.pi * response φ e occ vir x q) (c : ι → ℝ) :
    h ≤ 8 * Real.pi / g * ∑ i ∈ occ, secondMoment x (c i) (φ i) := by
  have hq2 : 0 < q ^ 2 := by positivity
  refine le_of_mul_le_mul_left ?_ hq2
  rw [hh]
  calc _ ≤ 4 * Real.pi * (2 * q ^ 2 / g * ∑ i ∈ occ, secondMoment x (c i) (φ i)) :=
        mul_le_mul_of_nonneg_left (response_le hφ hg gap x q c) (by positivity)
    _ = _ := by ring

/-- For a Hermitian `H` whose occupied and virtual levels are separated by at least `g > 0`, the
head `h` at `q ≠ 0`, fixed by `q² h = 4π · response`, is at most `(8π/g) ∑ ⟨i, x² i⟩` over the
occupied eigenvectors. -/
theorem insulator_head_le [DecidableEq n] {H : Matrix n n ℂ} (hH : H.IsHermitian)
    (occ : Finset n) {g : ℝ} (hg : 0 < g)
    (gap : ∀ i ∈ occ, ∀ a ∈ occᶜ, g ≤ hH.eigenvalues a - hH.eigenvalues i)
    (x : n → ℝ) {q h : ℝ} (hq : q ≠ 0)
    (hh : q ^ 2 * h
      = 4 * Real.pi * response hH.eigenvectorBasis hH.eigenvalues occ occᶜ x q) :
    h ≤ 8 * Real.pi / g * ∑ i ∈ occ, ∑ r, x r ^ 2 * ‖hH.eigenvectorBasis i r‖ ^ 2 := by
  simpa only [secondMoment, sub_zero] using
    head_le hH.eigenvectorBasis.orthonormal hg gap x hq hh (fun _ => 0)

/-- Between orthogonal orbitals, the plane-wave transition strength divided by `q²` tends to the
squared dipole matrix element as `q → 0`. -/
theorem strength_tendsto (x : n → ℝ) {u ψ : EuclideanSpace ℂ n} (hu : inner ℂ u ψ = 0) :
    Tendsto (fun q : ℝ => ‖inner ℂ u (planeWave x q ψ)‖ ^ 2 / q ^ 2) (𝓝[≠] 0)
      (𝓝 (‖inner ℂ u (position x ψ)‖ ^ 2)) := by
  have hin : ∀ v w : EuclideanSpace ℂ n,
      inner ℂ v w = ∑ r, (starRingEnd ℂ) (v r) * w r := by
    intro v w
    simp [PiLp.inner_apply, mul_comm]
  -- the amplitude has derivative `i ⟨u, x ψ⟩` at `q = 0`
  have hd : HasDerivAt (fun q : ℝ => inner ℂ u (planeWave x q ψ))
      (Complex.I * inner ℂ u (position x ψ)) 0 := by
    simp only [hin, planeWave, position, Finset.mul_sum]
    refine HasDerivAt.fun_sum fun r _ => ?_
    have h1 : HasDerivAt (fun q : ℝ => ((q * x r : ℝ) : ℂ) * Complex.I)
        ((x r : ℂ) * Complex.I) 0 := by
      simpa using ((hasDerivAt_id' (0 : ℝ)).mul_const (x r)).ofReal_comp.mul_const Complex.I
    refine ((h1.cexp.mul_const (ψ r)).const_mul ((starRingEnd ℂ) (u r))).congr_deriv ?_
    simp only [zero_mul, Complex.ofReal_zero, Complex.exp_zero]
    ring
  have h0 : inner ℂ u (planeWave x 0 ψ) = 0 := by
    have : planeWave x 0 ψ = ψ := by
      ext r
      simp [planeWave]
    rw [this, hu]
  have h := (hasDerivAt_iff_tendsto_slope_zero.mp hd).norm.pow 2
  rw [norm_mul, Complex.norm_I, one_mul] at h
  refine h.congr fun q => ?_
  simp only [zero_add, h0, sub_zero, norm_smul, norm_inv, Real.norm_eq_abs, mul_pow, inv_pow,
    sq_abs]
  ring

/-- For orthonormal orbitals with every virtual level above every occupied one, the head
`(4π/q²) · response` tends to the dipole expression as `q → 0`. -/
theorem head_tendsto {φ : ι → EuclideanSpace ℂ n} (hφ : Orthonormal ℂ φ) {e : ι → ℝ}
    {occ vir : Finset ι} (gap : ∀ i ∈ occ, ∀ a ∈ vir, e i < e a) (x : n → ℝ) :
    Tendsto (fun q : ℝ => 4 * Real.pi / q ^ 2 * response φ e occ vir x q) (𝓝[≠] 0)
      (𝓝 (dipoleHead φ e occ vir x)) := by
  have key := tendsto_finsetSum occ fun i hi => tendsto_finsetSum vir fun a ha =>
    (strength_tendsto x (u := φ a) (ψ := φ i)
      (hφ.2 (fun hai => (gap i hi a ha).ne (by rw [hai])))).const_mul
        (8 * Real.pi / (e a - e i))
  have hs : dipoleHead φ e occ vir x = ∑ i ∈ occ, ∑ a ∈ vir,
      8 * Real.pi / (e a - e i) * ‖inner ℂ (φ a) (position x (φ i))‖ ^ 2 := by
    simp only [dipoleHead, Finset.mul_sum]
    exact Finset.sum_congr rfl fun i _ => Finset.sum_congr rfl fun a _ => by ring
  rw [hs]
  refine key.congr fun q => ?_
  simp only [response, Finset.mul_sum]
  exact Finset.sum_congr rfl fun i _ => Finset.sum_congr rfl fun a _ => by ring

end InsulatorScreening
```

```lean
#print axioms InsulatorScreening.insulator_head_le
-- 'InsulatorScreening.insulator_head_le' depends on axioms: [propext, Classical.choice, Quot.sound]
#print axioms InsulatorScreening.head_tendsto
-- 'InsulatorScreening.head_tendsto' depends on axioms: [propext, Classical.choice, Quot.sound]
```

## Orbitals, levels and the head as Lean objects

An orbital is a vector in `EuclideanSpace ℂ n`, where `n` is the finite set of grid points, and `inner ℂ` conjugates its first argument. The functions `planeWave` and `position` multiply pointwise by $e^{\mathrm{i}qx_r}$ and $x_r$. The quantities $M_c$, $S(q)$ and $D$ are `secondMoment`, `response` and `dipoleHead`.

The theorem `head_le` needs only an orthonormal family `φ`, real numbers `e`, and finite sets `occ` and `vir` with the stated gaps. The orbitals need not be complete, so a truncated set of virtual orbitals is allowed. The head enters as a real number `h` with `q ^ 2 * h` equal to $4\pi S(q)$. For $q\ne0$ this fixes `h`; at $q=0$ both sides vanish and any `h` would satisfy it, which is why `hq` is assumed.

In `insulator_head_le` the orbitals and levels are the eigenvectors and eigenvalues of a Hermitian matrix `H`, the virtual set is the complement `occᶜ`, and every $c_i$ is zero. The assumption `gap` stands for the insulating spectrum: every virtual level lies at least `g` above every occupied one.

The theorem `head_tendsto` states the limit of $4\pi S(q)/q^2$ as $q$ approaches zero through nonzero values, written `𝓝[≠] 0`. It assumes orthonormal orbitals, and of the levels it asks only that each virtual one lie above each occupied one.

## Bessel's inequality and the slope at zero in the proofs

The lemma `planeWave_sub_le` proves the phase inequality as the local statement `phase`. It expands the complex norm into sines and cosines, and `nlinarith` combines the cosine bound with $\sin^2+\cos^2=1$. The lemma then sums over grid points.

In `transition_sum_le`, the local statement `h` subtracts the constant phase using orthogonality, and `hφ.sum_inner_products_le` is Bessel's inequality. The proof of `response_le` first shows that an occupied orbital cannot also be virtual, since its gap with itself would be zero. Its `calc` chain then replaces the denominators by `g` and applies the transition bound. In `head_le` the inequality is multiplied through by the positive number $q^2$, and `insulator_head_le` is the case $c_i=0$.

For the limit, `strength_tendsto` computes the derivative `hd` of the amplitude, turns it into a limit of difference quotients with `hasDerivAt_iff_tendsto_slope_zero`, and takes the squared norm. `head_tendsto` adds these limits over all pairs with `tendsto_finsetSum`.

## Fixed system size, zero frequency, no local fields

For a given finite system, the theorems guarantee that the head cannot exceed the ceiling at any nonzero $q$, and that its limit is the dipole expression. Letting $q\to0$ in the bound puts $D$ under the same ceiling, a short corollary that the file leaves unstated.

The ceiling contains the orbital second moments, and these depend on the system. For eigenstates spread over a whole crystal, they grow with the square of its length, even after the best choice of $c_i$. The result therefore gives no size-independent bound on a bulk dielectric constant. Bloch orbitals with a continuous crystal momentum, and the commutator formula for their dipole elements, would need a separate treatment.

The response is static, whereas an RPA correlation energy also integrates over imaginary frequencies. It is also a single diagonal element, without the local-field coupling that enters when the full dielectric matrix is inverted. The factor 2 in $S(q)$ counts the resonant and antiresonant terms of one spin channel, which are equal for real orbitals. For complex orbitals the static response is the average of $S(q)$ and $S(-q)$, and the same ceiling and limit hold for the head built from it. A spin-degenerate closed shell brings a further factor of 2.

The gap is an assumption about the spectrum supplied to the theorem, and nothing here derives it from a particular Hamiltonian. As $g$ shrinks the ceiling grows like $1/g$, so it gives no finite bound in the gapless limit. The limit theorem gives no rate of convergence, and hence no estimate of the error made by using a small nonzero $q$ in place of the dipole expression.
